# A nonzero fourth-order cubic field splits spin 5/2 into a doublet and a quartet

A spin Hamiltonian cut off at second order predicts no zero-field splitting for a spin 5/2 at a cubic site. The only quadratic term that cubic symmetry allows is $S_x^2+S_y^2+S_z^2$, which is the constant $35/4$ (with $\hbar=1$). The splitting first appears at fourth order. With $x,y,z$ along the cube edges, the Hamiltonian is

$$H=\frac a6\left(S_x^4+S_y^4+S_z^4-\frac{707}{16}\right).$$

The constant $a$ is postulated: it stands for the combined effect of crystal field and spin-orbit coupling on the six ground states. For $a\neq0$, $H$ has a twofold level at $-2a$ and a fourfold level at $a$. In electron paramagnetic resonance this is the zero-field pattern of an ion such as Mn²⁺ at a cubic site, within a one-parameter effective-spin model without hyperfine coupling.

## From fourth powers to two-by-two blocks

Use the basis $|m\rangle$, $m=5/2,\dots,-5/2$. The matrix elements of $S_x$ between neighbours are $\sqrt5/2,\ \sqrt2,\ 3/2,\ \sqrt2,\ \sqrt5/2$. Those of $S_y$ carry an extra factor $-i$ above the diagonal and $i$ below it. A step up and back gives the same product for both matrices, while two steps in one direction give opposite signs. Hence

$$S_x^2=D+F,\qquad S_y^2=D-F,$$

where $D$ is diagonal with entries $5/4,\,13/4,\,17/4$ for $|m|=5/2,\,3/2,\,1/2$, and $F$ couples states with $\Delta m=\pm2$. Its elements are $\sqrt{10}/2,\ 3\sqrt2/2,\ 3\sqrt2/2,\ \sqrt{10}/2$. The sum of squares is $2D+S_z^2$, with diagonal entries $5/2+25/4$, $13/2+9/4$ and $17/2+1/4$, all equal to $35/4$.

For the fourth powers the cross terms cancel: $S_x^4+S_y^4=2(D^2+F^2)$. The diagonal of $F^2$ is $5/2,\,9/2,\,7$ for the same three $|m|$, so the diagonal of the full sum is $755/16,\ 563/16,\ 803/16$. Off the diagonal, $2F^2$ couples $5/2$ with $-3/2$, and $3/2$ with $-5/2$, each with element $3\sqrt5$. Subtracting $707/16$ and dividing by 6 gives $H=aK$. On $|\pm1/2\rangle$, $K$ is 1; on each pair $(|\pm5/2\rangle,|\mp3/2\rangle)$ it is

$$\begin{pmatrix}1/2&\sqrt5/2\\ \sqrt5/2&-3/2\end{pmatrix}.$$

This block has trace $-1$ and determinant $-2$, hence eigenvalues $1$ and $-2$. The total trace is $1+1-1-1=0$, and $(K+2)(K-1)=0$ holds in every block, so $(H+2a)(H-a)=0$. The normalised states are

$$\frac{|\pm5/2\rangle-\sqrt5\,|\mp3/2\rangle}{\sqrt6}\ \text{ at }-2a,\qquad \frac{\sqrt5\,|\pm5/2\rangle+|\mp3/2\rangle}{\sqrt6},\ |\pm1/2\rangle\ \text{ at }a.$$

## Rotation characters and the labels Γ7 and Γ8

Under the quarter turn $e^{-i\pi S_z/2}$ the doublet has character $2\cos(5\pi/4)=-\sqrt2$. The two-dimensional double-valued representations of the cubic rotation group are $\Gamma_6$, with character $+\sqrt2$, and $\Gamma_7$, with $-\sqrt2$, so the doublet is $\Gamma_7$.

The quartet has character $2\cos(3\pi/4)+2\cos(\pi/4)=0$, which fits $\Gamma_8$ but also $\Gamma_6\oplus\Gamma_7$. A threefold turn decides: its character is 0 on all of spin 5/2 and 1 on $\Gamma_7$, leaving $-1$ for the quartet, as $\Gamma_8$ requires. Both labels use the cubic invariance of $H$: a rotation of the cube permutes $S_x,S_y,S_z$ up to signs, which leaves the sum of their fourth powers unchanged, so it commutes with $H$ and maps each level to itself. The Lean theorems contain the quarter turn only; the cubic invariance and the threefold character rest on the argument given here.

## Spin matrices and the field in Lean

```lean
import Mathlib

open Matrix Complex

namespace CubicFieldSpinFiveHalves

noncomputable section

/-- The square root of 2 as a complex number. -/
def r2 : ℂ := (Real.sqrt 2 : ℝ)

/-- The square root of 5 as a complex number. -/
def r5 : ℂ := (Real.sqrt 5 : ℝ)

/-- The magnetic quantum numbers of spin 5/2, in descending order. -/
def mz : Fin 6 → ℂ := ![5/2, 3/2, 1/2, -1/2, -3/2, -5/2]
```

Indices 0 to 5 stand for $m=5/2$ down to $-5/2$. One matrix with a parameter `e` serves both transverse components.

```lean
/-- Matrix coupling neighbouring magnetic quantum numbers, with relative factor `e`
between its lower and upper halves. -/
def ladder (e : ℂ) : Matrix (Fin 6) (Fin 6) ℂ :=
  !![0, r5/2, 0, 0, 0, 0;
     e*(r5/2), 0, r2, 0, 0, 0;
     0, e*r2, 0, 3/2, 0, 0;
     0, 0, e*(3/2), 0, r2, 0;
     0, 0, 0, e*r2, 0, r5/2;
     0, 0, 0, 0, e*(r5/2), 0]

/-- The spin-5/2 matrix `Sx`. -/
def Sx : Matrix (Fin 6) (Fin 6) ℂ := ladder 1

/-- The spin-5/2 matrix `Sy`. -/
def Sy : Matrix (Fin 6) (Fin 6) ℂ := (-I) • ladder (-1)

/-- The spin-5/2 matrix `Sz`. -/
def Sz : Matrix (Fin 6) (Fin 6) ℂ := diagonal mz
```

The coupling `a` is any complex number; the physical case is real `a`. Taking `a` real from the start would make $H$ Hermitian and let one state the order of the levels, with the doublet lower for $a>0$. The algebra would stay the same.

```lean
/-- The cubic crystal-field Hamiltonian of a spin 5/2 with coupling `a`. -/
def cubicField (a : ℂ) : Matrix (Fin 6) (Fin 6) ℂ :=
  (a/6) • (Sx^4 + Sy^4 + Sz^4 - (707/16 : ℂ) • (1 : Matrix (Fin 6) (Fin 6) ℂ))
```

The next two matrices are the targets of the calculation: the square of `ladder e`, and $K$.

```lean
/-- Explicit form of the square of `ladder e`. -/
def ladderSq (e : ℂ) : Matrix (Fin 6) (Fin 6) ℂ :=
  !![e*(5/4), 0, r5*r2/2, 0, 0, 0;
     0, e*(13/4), 0, 3*r2/2, 0, 0;
     e^2*(r5*r2/2), 0, e*(17/4), 0, 3*r2/2, 0;
     0, e^2*(3*r2/2), 0, e*(17/4), 0, r5*r2/2;
     0, 0, e^2*(3*r2/2), 0, e*(13/4), 0;
     0, 0, 0, e^2*(r5*r2/2), 0, e*(5/4)]

/-- The cubic-field Hamiltonian in units of its coupling. -/
def levelMatrix : Matrix (Fin 6) (Fin 6) ℂ :=
  !![1/2, 0, 0, 0, r5/2, 0;
     0, -3/2, 0, 0, 0, r5/2;
     0, 0, 1, 0, 0, 0;
     0, 0, 0, 1, 0, 0;
     r5/2, 0, 0, 0, -3/2, 0;
     0, r5/2, 0, 0, 0, 1/2]
```

The two linear maps below list the states of each level by free amplitudes. They are unnormalised: a unit amplitude in `gamma7` gives a vector of squared length 6.

```lean
/-- The doublet states, parametrised by their amplitudes at m = 5/2 and m = -5/2. -/
def gamma7 : (Fin 2 → ℂ) →ₗ[ℂ] (Fin 6 → ℂ) where
  toFun c := ![c 0, -r5 * c 1, 0, 0, -r5 * c 0, c 1]
  map_add' x y := by ext i; fin_cases i <;> simp <;> ring
  map_smul' k x := by ext i; fin_cases i <;> simp <;> ring

/-- The quartet states, parametrised by their amplitudes at m = 3/2, 1/2, -1/2, -3/2. -/
def gamma8 : (Fin 4 → ℂ) →ₗ[ℂ] (Fin 6 → ℂ) where
  toFun c := ![r5 * c 3, c 0, c 1, c 2, c 3, r5 * c 0]
  map_add' x y := by ext i; fin_cases i <;> simp <;> ring
  map_smul' k x := by ext i; fin_cases i <;> simp <;> ring
```

The quarter turn is entered directly through its diagonal phases.

```lean
/-- The phase exp(-iπm/2) that a state of magnetic quantum number `m` acquires in a
quarter turn about z. -/
def phase (m : ℂ) : ℂ := Complex.exp (-(Real.pi / 2 * I) * m)

/-- The quarter turn about z acting on spin 5/2. -/
def quarterTurn : Matrix (Fin 6) (Fin 6) ℂ := diagonal fun k => phase (mz k)
```

## Squares, commutators and the reduced Hamiltonian

The entrywise proofs need only $\sqrt2^2=2$ and $\sqrt5^2=5$, which `linear_combination` inserts where required.

```lean
/-- The two square roots in the spin matrices square to 2 and 5. -/
theorem roots_sq : r2^2 = 2 ∧ r5^2 = 5 := by
  constructor
  · rw [r2, ← Complex.ofReal_pow, Real.sq_sqrt (by norm_num)]; norm_num
  · rw [r5, ← Complex.ofReal_pow, Real.sq_sqrt (by norm_num)]; norm_num

/-- Squaring the neighbour coupling gives a diagonal part and a coupling of states
whose magnetic quantum numbers differ by two. -/
theorem ladder_sq (e : ℂ) : ladder e * ladder e = ladderSq e := by
  obtain ⟨h2, h5⟩ := roots_sq
  ext i j
  simp only [Matrix.mul_apply, Fin.sum_univ_six]
  fin_cases i <;> fin_cases j <;> simp [ladder, ladderSq] <;>
    first
    | ring1
    | linear_combination (e/4)*h5
    | linear_combination (e/4)*h5 + e*h2
    | linear_combination e*h2
```

The commutation relations confirm that the explicit matrices are angular-momentum operators.

```lean
/-- The three matrices obey the angular-momentum commutation relations. -/
theorem spin_commutation :
    Sx * Sy - Sy * Sx = I • Sz ∧ Sy * Sz - Sz * Sy = I • Sx ∧
      Sz * Sx - Sx * Sz = I • Sy := by
  obtain ⟨h2, h5⟩ := roots_sq
  have hxy : ladder 1 * ladder (-1) - ladder (-1) * ladder 1 = -Sz := by
    ext i j
    simp only [Matrix.sub_apply, Matrix.neg_apply, Matrix.mul_apply, Fin.sum_univ_six]
    fin_cases i <;> fin_cases j <;> simp [ladder, Sz, mz] <;>
      first
      | ring1
      | linear_combination (1/2)*h5
      | linear_combination (-1/2)*h5
      | linear_combination 2*h2
      | linear_combination (-2)*h2
      | linear_combination (1/2)*h5 - 2*h2
      | linear_combination 2*h2 - (1/2)*h5
  have hyz : ladder (-1) * Sz - Sz * ladder (-1) = -ladder 1 := by
    ext i j
    simp only [Sz, Matrix.sub_apply, Matrix.neg_apply, diagonal_mul, mul_diagonal]
    fin_cases i <;> fin_cases j <;> simp [ladder, mz] <;> ring
  have hzx : Sz * ladder 1 - ladder 1 * Sz = ladder (-1) := by
    ext i j
    simp only [Sz, Matrix.sub_apply, diagonal_mul, mul_diagonal]
    fin_cases i <;> fin_cases j <;> simp [ladder, mz] <;> ring
  refine ⟨?_, ?_, ?_⟩
  · rw [Sx, Sy, mul_smul_comm, smul_mul_assoc, ← smul_sub, hxy, smul_neg, neg_smul, neg_neg]
  · rw [Sx, Sy, mul_smul_comm, smul_mul_assoc, ← smul_sub, hyz, smul_neg, neg_smul, neg_neg]
  · have hI : I * -I = 1 := by rw [mul_neg, I_mul_I, neg_neg]
    rw [Sx, Sy, hzx, smul_smul, hI, one_smul]
```

Setting `e` to $1$ in `ladderSq` gives $S_x^2=D+F$. Setting it to $-1$ gives $F-D$, which the factor $(-i)^2=-1$ turns into $S_y^2=D-F$. The total spin follows from these.

```lean
/-- The square of `Sy` in explicit form. -/
theorem Sy_mul_self : Sy * Sy = -ladderSq (-1) := by
  have hI : -I * -I = -1 := by rw [neg_mul_neg, I_mul_I]
  rw [Sy, smul_mul_assoc, mul_smul_comm, smul_smul, hI, ladder_sq, neg_smul, one_smul]

/-- The total spin squared is 35/4. -/
theorem total_spin_sq :
    Sx^2 + Sy^2 + Sz^2 = (35/4 : ℂ) • (1 : Matrix (Fin 6) (Fin 6) ℂ) := by
  rw [pow_two Sx, pow_two Sy, Sy_mul_self, Sx, ladder_sq, Sz, diagonal_pow]
  ext i j
  simp only [Matrix.add_apply, Matrix.neg_apply, Matrix.smul_apply]
  fin_cases i <;> fin_cases j <;> simp [ladderSq, mz] <;> norm_num
```

For the reduction to $K$, the fourth powers of $S_x$ and $S_y$ are written as squares of squares, that of the diagonal $S_z$ is taken directly, and the two sides are compared entry by entry.

```lean
/-- The cubic-field Hamiltonian is `a` times the explicit matrix `levelMatrix`. -/
theorem cubicField_eq (a : ℂ) : cubicField a = a • levelMatrix := by
  obtain ⟨h2, h5⟩ := roots_sq
  have h4 : ∀ A : Matrix (Fin 6) (Fin 6) ℂ, A^4 = (A * A) * (A * A) := fun A => by
    noncomm_ring
  have hq : Sx^4 + Sy^4 + Sz^4 - (707/16 : ℂ) • (1 : Matrix (Fin 6) (Fin 6) ℂ)
      = (6 : ℂ) • levelMatrix := by
    rw [h4 Sx, h4 Sy, Sy_mul_self, neg_mul_neg, Sx, ladder_sq, Sz, diagonal_pow]
    ext i j
    simp only [Matrix.sub_apply, Matrix.add_apply, Matrix.smul_apply, Matrix.mul_apply,
      Fin.sum_univ_six]
    fin_cases i <;> fin_cases j <;> simp [ladderSq, mz, levelMatrix] <;>
      first
      | ring1
      | linear_combination (1/2)*(r2^2*h5 + 5*h2)
      | linear_combination (9/2)*h2
      | linear_combination (1/2)*(r2^2*h5 + 5*h2) + (9/2)*h2
      | linear_combination (3/2)*r5*h2
  rw [cubicField, hq, smul_smul, div_mul_cancel₀ a (by norm_num : (6 : ℂ) ≠ 0)]
```

The same squaring for spin 3/2 gives $S_x^4+S_y^4+S_z^4=123/16$, a constant, so there even the fourth-order term leaves the four states degenerate.

## Eigenspaces and their dimensions

The step `mem` cancels the nonzero `a`, leaving $Kv=cv$ with $c=-2$ or $1$. Reading this row by row fixes the dependent amplitudes; the converse substitutes the listed states. Each eigenspace is therefore exactly the range of its map.

```lean
/-- For nonzero coupling, the eigenspaces at `-2a` and `a` consist exactly of the
doublet states and the quartet states. -/
theorem eigenspaces_eq (a : ℂ) (ha : a ≠ 0) :
    Module.End.eigenspace (toLin' (cubicField a)) (-2 * a) = LinearMap.range gamma7 ∧
    Module.End.eigenspace (toLin' (cubicField a)) a = LinearMap.range gamma8 := by
  obtain ⟨-, h5⟩ := roots_sq
  have hK : ∀ v : Fin 6 → ℂ, levelMatrix *ᵥ v =
      ![v 0/2 + r5/2*v 4, -(3/2)*v 1 + r5/2*v 5, v 2, v 3,
        r5/2*v 0 - 3/2*v 4, r5/2*v 1 + v 5/2] := by
    intro v
    ext i
    fin_cases i <;> simp [levelMatrix, mulVec, dotProduct, Fin.sum_univ_six] <;> ring
  -- the coupling drops out of the eigenvalue equation
  have mem : ∀ (c : ℂ) (v : Fin 6 → ℂ),
      v ∈ Module.End.eigenspace (toLin' (cubicField a)) (c * a) ↔
        levelMatrix *ᵥ v = c • v := by
    intro c v
    rw [Module.End.mem_eigenspace_iff, cubicField_eq, map_smul, LinearMap.smul_apply,
      toLin'_apply, mul_comm c a, mul_smul]
    exact (smul_right_injective (Fin 6 → ℂ) ha).eq_iff
  constructor
  · ext v
    rw [mem, hK]
    constructor
    · intro h
      have e1 : -(3/2)*v 1 + r5/2*v 5 = -2 * v 1 := congrFun h 1
      have e2 : v 2 = -2 * v 2 := congrFun h 2
      have e3 : v 3 = -2 * v 3 := congrFun h 3
      have e4 : r5/2*v 0 - 3/2*v 4 = -2 * v 4 := congrFun h 4
      refine ⟨![v 0, v 5], ?_⟩
      ext i
      fin_cases i
      · rfl
      · show -r5 * v 5 = v 1
        linear_combination (-2)*e1
      · show 0 = v 2
        linear_combination (-1/3)*e2
      · show 0 = v 3
        linear_combination (-1/3)*e3
      · show -r5 * v 0 = v 4
        linear_combination (-2)*e4
      · rfl
    · rintro ⟨c, rfl⟩
      ext i
      fin_cases i
      · show c 0/2 + r5/2*(-r5 * c 0) = -2 * c 0
        linear_combination (-(c 0)/2)*h5
      · show -(3/2)*(-r5 * c 1) + r5/2*c 1 = -2 * (-r5 * c 1)
        ring
      · show (0 : ℂ) = -2 * 0
        ring
      · show (0 : ℂ) = -2 * 0
        ring
      · show r5/2*c 0 - 3/2*(-r5 * c 0) = -2 * (-r5 * c 0)
        ring
      · show r5/2*(-r5 * c 1) + c 1/2 = -2 * c 1
        linear_combination (-(c 1)/2)*h5
  · ext v
    have h1 := mem 1 v
    rw [one_mul] at h1
    rw [h1, hK]
    constructor
    · intro h
      have e0 : v 0/2 + r5/2*v 4 = 1 * v 0 := congrFun h 0
      have e5 : r5/2*v 1 + v 5/2 = 1 * v 5 := congrFun h 5
      refine ⟨![v 1, v 2, v 3, v 4], ?_⟩
      ext i
      fin_cases i
      · show r5 * v 4 = v 0
        linear_combination 2*e0
      · rfl
      · rfl
      · rfl
      · rfl
      · show r5 * v 1 = v 5
        linear_combination 2*e5
    · rintro ⟨c, rfl⟩
      ext i
      fin_cases i
      · show r5 * c 3/2 + r5/2*c 3 = 1 * (r5 * c 3)
        ring
      · show -(3/2)*c 0 + r5/2*(r5 * c 0) = 1 * c 0
        linear_combination (c 0/2)*h5
      · show c 1 = 1 * c 1
        ring
      · show c 2 = 1 * c 2
        ring
      · show r5/2*(r5 * c 3) - 3/2*c 3 = 1 * c 3
        linear_combination (c 3/2)*h5
      · show r5/2*c 0 + r5 * c 0/2 = 1 * (r5 * c 0)
        ring
```

The main theorem gives the trace and the quadratic equation for every `a`, the latter from $K^2=2-K$. The dimensions need `a ≠ 0`, since at $a=0$ all six states share one level. Both maps are injective because the free amplitudes can be read off the vector, so the dimensions are 2 and 4.

```lean
/-- The cubic-field Hamiltonian is traceless and satisfies `(H + 2a)(H - a) = 0`; for
nonzero `a` the levels `-2a` and `a` are twofold and fourfold degenerate. -/
theorem cubic_splitting (a : ℂ) :
    (cubicField a).trace = 0 ∧
    (cubicField a + (2*a) • (1 : Matrix (Fin 6) (Fin 6) ℂ)) *
      (cubicField a - a • (1 : Matrix (Fin 6) (Fin 6) ℂ)) = 0 ∧
    (a ≠ 0 →
      Module.finrank ℂ (Module.End.eigenspace (toLin' (cubicField a)) (-2 * a)) = 2 ∧
      Module.finrank ℂ (Module.End.eigenspace (toLin' (cubicField a)) a) = 4) := by
  obtain ⟨-, h5⟩ := roots_sq
  refine ⟨?_, ?_, fun ha => ?_⟩
  · have ht : levelMatrix.trace = 0 := by
      simp only [Matrix.trace, Matrix.diag_apply, Fin.sum_univ_six]
      simp [levelMatrix]
      try norm_num
    rw [cubicField_eq, trace_smul, ht, smul_zero]
  · have hsq : levelMatrix * levelMatrix =
        (2 : ℂ) • (1 : Matrix (Fin 6) (Fin 6) ℂ) - levelMatrix := by
      ext i j
      simp only [Matrix.sub_apply, Matrix.smul_apply, Matrix.mul_apply, Fin.sum_univ_six]
      fin_cases i <;> fin_cases j <;> simp [levelMatrix] <;>
        first
        | ring1
        | linear_combination (1/4)*h5
    rw [cubicField_eq]
    simp only [add_mul, mul_sub, smul_mul_assoc, mul_smul_comm, mul_one, one_mul, hsq]
    module
  · -- both parametrisations are injective, so they count the states
    have i7 : Function.Injective gamma7 := by
      intro x y h
      ext i
      fin_cases i
      · exact congrFun h 0
      · exact congrFun h 5
    have i8 : Function.Injective gamma8 := by
      intro x y h
      ext i
      fin_cases i
      · exact congrFun h 1
      · exact congrFun h 2
      · exact congrFun h 3
      · exact congrFun h 4
    obtain ⟨e7, e8⟩ := eigenspaces_eq a ha
    rw [e7, e8, LinearMap.finrank_range_of_inj i7, LinearMap.finrank_range_of_inj i8]
    simp
```

In the last theorem, `shift` says that raising $m$ by 2 changes the sign of the phase factor. The two components of a mixed state differ by 4 in $m$, so they acquire equal phases, and each level is mapped to itself. The sums of phases are the characters.

```lean
/-- A quarter turn about z maps doublet states to doublet states and quartet states to
quartet states, with characters `-√2` and `0`. -/
theorem quarterTurn_characters :
    (∀ c, quarterTurn *ᵥ gamma7 c = gamma7 ![phase (5/2) * c 0, phase (-5/2) * c 1]) ∧
    phase (5/2) + phase (-5/2) = -r2 ∧
    (∀ c, quarterTurn *ᵥ gamma8 c = gamma8 ![phase (3/2) * c 0, phase (1/2) * c 1,
      phase (-1/2) * c 2, phase (-3/2) * c 3]) ∧
    phase (3/2) + phase (1/2) + phase (-1/2) + phase (-3/2) = 0 := by
  -- shifting m by 2 reverses the sign of the phase
  have shift : ∀ m : ℂ, phase (m + 2) = -phase m := by
    intro m
    have h : -(Real.pi / 2 * I) * (m + 2) = -(Real.pi / 2 * I) * m - Real.pi * I := by ring
    rw [phase, phase, h, Complex.exp_sub, Complex.exp_pi_mul_I, div_neg, div_one]
  have s1 : phase (5/2) = -phase (1/2) := by rw [← shift]; norm_num
  have s2 : phase (1/2) = -phase (-3/2) := by rw [← shift]; norm_num
  have s3 : phase (3/2) = -phase (-1/2) := by rw [← shift]; norm_num
  have s4 : phase (-1/2) = -phase (-5/2) := by rw [← shift]; norm_num
  have hcos : phase (-1/2) + phase (1/2) = r2 := by
    have h := Complex.two_cos ((Real.pi / 4 : ℝ) : ℂ)
    rw [← Complex.ofReal_cos, Real.cos_pi_div_four] at h
    have p1 : phase (-1/2) = Complex.exp (((Real.pi / 4 : ℝ) : ℂ) * I) := by
      rw [phase]; congr 1; push_cast; ring
    have p2 : phase (1/2) = Complex.exp (-((Real.pi / 4 : ℝ) : ℂ) * I) := by
      rw [phase]; congr 1; push_cast; ring
    rw [p1, p2, ← h, r2]
    push_cast
    ring
  refine ⟨fun c => ?_, by linear_combination s1 + s4 - hcos, fun c => ?_,
    by linear_combination s3 + s2⟩
  · ext i
    rw [quarterTurn, mulVec_diagonal]
    fin_cases i
    · rfl
    · show phase (3/2) * (-r5 * c 1) = -r5 * (phase (-5/2) * c 1)
      linear_combination (-r5 * c 1) * (s3 - s4)
    · show phase (1/2) * 0 = 0
      ring
    · show phase (-1/2) * 0 = 0
      ring
    · show phase (-3/2) * (-r5 * c 0) = -r5 * (phase (5/2) * c 0)
      linear_combination (r5 * c 0) * (s1 - s2)
    · rfl
  · ext i
    rw [quarterTurn, mulVec_diagonal]
    fin_cases i
    · show phase (5/2) * (r5 * c 3) = r5 * (phase (-3/2) * c 3)
      linear_combination (r5 * c 3) * (s1 - s2)
    · rfl
    · rfl
    · rfl
    · rfl
    · show phase (-5/2) * (r5 * c 0) = r5 * (phase (3/2) * c 0)
      linear_combination (r5 * c 0) * (s4 - s3)

end

end CubicFieldSpinFiveHalves
```

```lean
#print axioms CubicFieldSpinFiveHalves.spin_commutation
-- 'CubicFieldSpinFiveHalves.spin_commutation' depends on axioms: [propext, Classical.choice, Quot.sound]
#print axioms CubicFieldSpinFiveHalves.total_spin_sq
-- 'CubicFieldSpinFiveHalves.total_spin_sq' depends on axioms: [propext, Classical.choice, Quot.sound]
#print axioms CubicFieldSpinFiveHalves.cubic_splitting
-- 'CubicFieldSpinFiveHalves.cubic_splitting' depends on axioms: [propext, Classical.choice, Quot.sound]
#print axioms CubicFieldSpinFiveHalves.quarterTurn_characters
-- 'CubicFieldSpinFiveHalves.quarterTurn_characters' depends on axioms: [propext, Classical.choice, Quot.sound]
```
